# In a two-state model, the first-order doubles amplitude lies below the exact one and diverges as the uncoupled gap closes

Take a reference state and a doubly excited state with uncoupled energies 0 and 2D and real coupling K > 0; the lower energy is E = D − √(D² + K²). With the reference coefficient set to 1, the doubles coefficient is t = E/K, or t/√(1 + t²) once the state is normalised. The theorem `first_order_breakdown` says that the first-order amplitude −K/(2D) is less than t for every D > 0, and that it tends to −∞ as D tends to 0 from above. The attempt gets the inequality from the equation K + 2Dt − Kt² = 0 and the fact that t is not zero. For the limit, it multiplies the divergence of `D⁻¹` to +∞ by the negative constant −K/2, then has to show that the result is the same function as −K/(2D).

The first attempt, which Lean rejects:

```lean
import Mathlib

open Filter Topology Matrix

namespace FirstOrderBreakdown

noncomputable section

/-- The energy `D - √(D² + K²)`, measured from the reference. -/
def groundEnergy (K D : ℝ) : ℝ := D - √(D ^ 2 + K ^ 2)

/-- The doubles amplitude `E / K` belonging to the energy `E = D - √(D² + K²)`, for `K ≠ 0`. -/
def doublesAmplitude (K D : ℝ) : ℝ := groundEnergy K D / K

/-- For `K > 0` the energy `D - √(D² + K²)` lies below the reference energy. -/
theorem groundEnergy_neg {K : ℝ} (hK : 0 < K) (D : ℝ) : groundEnergy K D < 0 := by
  have h := Real.lt_sqrt_of_sq_lt
    (show D ^ 2 < D ^ 2 + K ^ 2 by linarith [pow_pos hK 2])
  unfold groundEnergy
  linarith

/-- For `K > 0` the energy is the coupling times the doubles amplitude, and the amplitude
solves the coupled-cluster doubles equation `K + 2 D t - K t² = 0`. -/
theorem doubles_equation {K : ℝ} (hK : 0 < K) (D : ℝ) :
    K * doublesAmplitude K D = groundEnergy K D ∧
      K + 2 * D * doublesAmplitude K D - K * doublesAmplitude K D ^ 2 = 0 := by
  have hE : K * doublesAmplitude K D = groundEnergy K D := by
    unfold doublesAmplitude
    field_simp
  -- the secular equation of the reference-doubles block
  have hsec : groundEnergy K D ^ 2 = 2 * D * groundEnergy K D + K ^ 2 := by
    have h := Real.sq_sqrt (show 0 ≤ D ^ 2 + K ^ 2 by positivity)
    unfold groundEnergy
    linear_combination h
  refine ⟨hE, ?_⟩
  rw [← hE] at hsec
  apply mul_left_cancel₀ hK.ne'
  linear_combination -hsec

/-- For `K > 0` and `D ≥ 0` the doubles amplitude `E / K` lies in the interval `[-1, 0)`. -/
theorem amplitude_bounded {K D : ℝ} (hK : 0 < K) (hD : 0 ≤ D) :
    -1 ≤ doublesAmplitude K D ∧ doublesAmplitude K D < 0 := by
  refine ⟨?_, div_neg_of_neg_of_pos (groundEnergy_neg hK D) hK⟩
  have h : √(D ^ 2 + K ^ 2) ≤ D + K :=
    Real.sqrt_le_iff.mpr ⟨by positivity, by nlinarith [mul_nonneg hD hK.le]⟩
  unfold doublesAmplitude groundEnergy
  rw [le_div_iff₀ hK]
  linarith

/-- For `K > 0`, the first-order amplitude `-K / (2 D)` lies below the amplitude `E / K` at every
`D > 0`, and it diverges to `-∞` as `D` tends to 0 from above. -/
theorem first_order_breakdown {K : ℝ} (hK : 0 < K) :
    (∀ D : ℝ, 0 < D → -K / (2 * D) < doublesAmplitude K D) ∧
      Tendsto (fun D : ℝ => -K / (2 * D)) (𝓝[>] 0) atBot := by
  constructor
  · intro D hD
    have hne := (amplitude_bounded hK hD.le).2.ne
    have hroot := (doubles_equation hK D).2
    have hpos : 0 < K * doublesAmplitude K D ^ 2 := by positivity
    rw [div_lt_iff₀ (by positivity)]
    linarith
  · have h := (tendsto_inv_nhdsGT_zero (𝕜 := ℝ)).const_mul_atTop_of_neg
      (show -(K / 2) < 0 by linarith)
    refine h.congr fun D => ?_
    rw [div_eq_mul_inv, mul_inv]
    ring

end

end FirstOrderBreakdown
```

Compiling this gives:

```
Main.lean:65:24: error: Tactic `rewrite` failed: Did not find an occurrence of the pattern
  (?a * ?b)⁻¹
in the target expression
  -(K * 2⁻¹) * D⁻¹ = -K / (2 * D)

case right
K : ℝ
hK : 0 < K
h : Tendsto (fun x => -(K / 2) * x⁻¹) (𝓝[>] 0) atBot
D : ℝ
⊢ -(K * 2⁻¹) * D⁻¹ = -K / (2 * D)
```

What went wrong. The error is in that last step, where the goal is `-(K / 2) * D⁻¹ = -K / (2 * D)`. The rewrite with `div_eq_mul_inv` was meant for the quotient on the right, but its pattern matched `K / 2` on the left first. A single `rw` step rewrites only instances of the match it has fixed, so `K / 2` became `K * 2⁻¹` and `-K / (2 * D)` stayed a division. `mul_inv` then looked for the inverse of a product, `(?a * ?b)⁻¹`, and found none: the only inverses in the goal were `2⁻¹` and `D⁻¹`.

The repair removes both rewrites. They were not needed, since `ring` can itself handle division and the inverse of a product in a field, and it proves the identity directly. The new `show` line only states the goal explicitly in the form `ring` is to prove; it does no algebra.

As a diff, the version that Lean accepts:

```diff
@@ -63,5 +63,5 @@
       (show -(K / 2) < 0 by linarith)
     refine h.congr fun D => ?_
-    rw [div_eq_mul_inv, mul_inv]
+    show -(K / 2) * D⁻¹ = -K / (2 * D)
     ring
 
```
